# The exponential of a scalar multiple of a projection matrix

The declaration states that a finite square complex matrix `P` with P² = P satisfies exp(cP) = 1 + (e^c − 1)P for every complex number c. In physical terms, P is a projector on a finite-dimensional state space, though it need not be Hermitian, so the projection may be oblique. The proof works with the power series of the exponential. Every positive power of P is P itself, so the series is that of e^c multiplying P, plus a correction 1 − P in the zeroth term.

Lean 4 with Mathlib refuses this proof:

```lean
import Mathlib

open Matrix

namespace ThermalContractions

noncomputable section

variable {n : ℕ} {m : Type*} [Fintype m] [DecidableEq m]

/-- The exponential of a multiple of an idempotent matrix `P` is `1 + (e^c - 1) P`. -/
theorem exp_smul_idempotent {P : Matrix m m ℂ} (hP : P * P = P) (c : ℂ) :
    NormedSpace.exp (c • P) = 1 + (Complex.exp c - 1) • P := by
  have hpow : ∀ k : ℕ, P ^ (k + 1) = P := by
    intro k
    induction k with
    | zero => simp
    | succ k ih => rw [pow_succ, ih, hP]
  have h0 : HasSum (fun k : ℕ => c ^ k / (k.factorial : ℂ)) (Complex.exp c) := by
    rw [Complex.exp_eq_exp_ℂ]
    exact NormedSpace.expSeries_div_hasSum_exp c
  have h1 : HasSum (fun k : ℕ => if k = 0 then 1 - P else 0) (1 - P) :=
    hasSum_ite_eq 0 (1 - P)
  have h2 := (h0.smul_const P).add h1
  -- only the zeroth term of the series differs from a multiple of `P`
  have key : ∀ k : ℕ, ((k.factorial : ℂ)⁻¹) • (c • P) ^ k =
      (c ^ k / (k.factorial : ℂ)) • P + (if k = 0 then 1 - P else 0) := by
    intro k
    cases k with
    | zero => simp
    | succ k =>
      rw [smul_pow, hpow, smul_smul, if_neg (Nat.succ_ne_zero k), add_zero, div_eq_inv_mul]
  have h3 := (hasSum_congr key).2 h2
  have h4 : NormedSpace.exp (c • P) = ∑' k : ℕ, ((k.factorial : ℂ)⁻¹) • (c • P) ^ k := by
    rw [NormedSpace.exp_eq_tsum ℂ]
  rw [h4, h3.tsum_eq]
  module

end

end ThermalContractions
```

Lean reports:

```
Main.lean:33:14: error(lean.unknownIdentifier): Unknown identifier `hasSum_congr`
Main.lean:13:61: error: unsolved goals
m : Type u_1
inst✝¹ : Fintype m
inst✝ : DecidableEq m
P : Matrix m m ℂ
hP : P * P = P
c : ℂ
hpow : ∀ (k : ℕ), P ^ (k + 1) = P
h0 : HasSum (fun k => c ^ k / ↑k.factorial) (Complex.exp c)
h1 : HasSum (fun k => if k = 0 then 1 - P else 0) (1 - P)
h2 : HasSum (fun b => (c ^ b / ↑b.factorial) • P + if b = 0 then 1 - P else 0) (Complex.exp c • P + (1 - P))
key : ∀ (k : ℕ), (↑k.factorial)⁻¹ • (c • P) ^ k = (c ^ k / ↑k.factorial) • P + if k = 0 then 1 - P else 0
⊢ NormedSpace.exp (c • P) = 1 + (Complex.exp c - 1) • P
```

Diagnosis. The first message says that Lean knows no declaration called `hasSum_congr` in this file. The attempt used that name to carry the sum in `h2` over to the exponential series, whose terms `key` shows to be equal to those of `h2` one by one. The mathematics of the step is sound, but the lemma it calls on is not there.

The second message follows from the first. The proof stopped at `h3`, so the main goal was left open, and the context Lean prints ends with `key`.

The repair changes only this line, to `h2.congr_fun key`. `HasSum.congr_fun` takes a known sum and a pointwise equality of terms, and returns the same sum for the other series. The equality in `key` has the exponential's terms on the left and those of `h2` on the right, which is the direction the lemma needs. It gives the sum directly, so the `.2` that picked one direction of an equivalence is gone too. With `h3` in place, the remaining steps go through unchanged.

The change, after which it compiles:

```diff
@@ -31,5 +31,5 @@
     | succ k =>
       rw [smul_pow, hpow, smul_smul, if_neg (Nat.succ_ne_zero k), add_zero, div_eq_inv_mul]
-  have h3 := (hasSum_congr key).2 h2
+  have h3 := h2.congr_fun key
   have h4 : NormedSpace.exp (c • P) = ∑' k : ℕ, ((k.factorial : ℂ)⁻¹) • (c • P) ^ k := by
     rw [NormedSpace.exp_eq_tsum ℂ]
```
